# With denominators bounded below by a positive gap and a weak enough driving term, the update for quadratic amplitude equations contracts on a ball

The theorem `update_contracts` concerns amplitude equations D t + v + Q(t,t) = 0 for a real vector t with finitely many components, where D is diagonal, v is a fixed driving term and Q is bilinear. It assumes that every diagonal entry of D is at least d > 0, that ‖Q(x,y)‖ ≤ q‖x‖‖y‖ with q ≥ 0, and that 4q‖v‖ < d². It then states that the update t ↦ −D⁻¹(v + Q(t,t)) maps the closed ball of radius 2‖v‖/d into itself and shrinks distances there at least by the factor 4q‖v‖/d², which is below 1. The attempt applies D to the updated vectors, uses d‖x‖ ≤ ‖Dx‖, bounds the quadratic terms on the ball, and finally cancels d.

Lean 4 with Mathlib refuses this proof:

```lean
import Mathlib

open Filter Topology

namespace UpdateContracts

noncomputable section

variable {ι : Type*} [Fintype ι]

/-- The diagonal linear part `D` of the amplitude equations: component `i` of the amplitude
vector is multiplied by `ε i`. -/
def denom (ε : ι → ℝ) : EuclideanSpace ℝ ι →ₗ[ℝ] EuclideanSpace ℝ ι where
  toFun t := WithLp.toLp 2 (fun i => ε i * t i)
  map_add' s t := by
    ext i
    exact mul_add _ _ _
  map_smul' c t := by
    ext i
    exact mul_left_comm _ _ _

/-- One amplitude update `t ↦ -D⁻¹ (v + Q(t,t))`, meant for nonzero denominators `ε i`. -/
def update (ε : ι → ℝ) (v : EuclideanSpace ℝ ι)
    (Q : EuclideanSpace ℝ ι →ₗ[ℝ] EuclideanSpace ℝ ι →ₗ[ℝ] EuclideanSpace ℝ ι)
    (t : EuclideanSpace ℝ ι) : EuclideanSpace ℝ ι :=
  WithLp.toLp 2 (fun i => -(v i + Q t t i) / ε i)

variable {ε : ι → ℝ} {v : EuclideanSpace ℝ ι} {d q : ℝ}
  {Q : EuclideanSpace ℝ ι →ₗ[ℝ] EuclideanSpace ℝ ι →ₗ[ℝ] EuclideanSpace ℝ ι}

/-- If all denominators are at least `d > 0`, then `D` stretches every amplitude vector by at
least the factor `d`. -/
theorem gap_mul_norm_le (hd : 0 < d) (hε : ∀ i, d ≤ ε i) (t : EuclideanSpace ℝ ι) :
    d * ‖t‖ ≤ ‖denom ε t‖ := by
  refine (sq_le_sq₀ (by positivity) (norm_nonneg _)).1 ?_
  rw [mul_pow, EuclideanSpace.norm_sq_eq, EuclideanSpace.norm_sq_eq, Finset.mul_sum]
  refine Finset.sum_le_sum fun i _ => ?_
  have hi : denom ε t i = ε i * t i := rfl
  rw [hi, norm_mul, mul_pow, Real.norm_eq_abs (ε i), sq_abs]
  exact mul_le_mul_of_nonneg_right (pow_le_pow_left₀ hd.le (hε i) 2) (sq_nonneg _)

/-- For a bilinear coupling bounded by `q`, the quadratic term changes by at most
`q (‖s‖ + ‖t‖) ‖s - t‖` between two amplitude vectors. -/
theorem norm_quadratic_sub_le (hQ : ∀ x y, ‖Q x y‖ ≤ q * ‖x‖ * ‖y‖)
    (s t : EuclideanSpace ℝ ι) :
    ‖Q s s - Q t t‖ ≤ q * (‖s‖ + ‖t‖) * ‖s - t‖ := by
  have e : Q s s - Q t t = Q (s - t) s + Q t (s - t) := by
    simp only [map_sub, LinearMap.sub_apply]
    abel
  rw [e]
  have h1 := norm_add_le (Q (s - t) s) (Q t (s - t))
  have h2 := hQ (s - t) s
  have h3 := hQ t (s - t)
  nlinarith

omit [Fintype ι] in
/-- For nonzero denominators, the updated amplitudes solve the linear equation
`D t' = -(v + Q(t,t))`. -/
theorem denom_update (hε : ∀ i, ε i ≠ 0) (t : EuclideanSpace ℝ ι) :
    denom ε (update ε v Q t) = -(v + Q t t) := by
  ext i
  change ε i * (-(v i + Q t t i) / ε i) = -(v i + Q t t i)
  have hi := hε i
  field_simp

/-- With denominators at least `d > 0`, coupling bound `q ≥ 0` and `4 q ‖v‖ < d²`, the update
maps the ball of radius `2‖v‖/d` into itself and contracts distances there by the factor
`4 q ‖v‖ / d²`. -/
theorem update_contracts (hd : 0 < d) (hε : ∀ i, d ≤ ε i) (hq : 0 ≤ q)
    (hQ : ∀ x y, ‖Q x y‖ ≤ q * ‖x‖ * ‖y‖) (h : 4 * q * ‖v‖ < d ^ 2)
    {s t : EuclideanSpace ℝ ι} (hs : ‖s‖ ≤ 2 * ‖v‖ / d) (ht : ‖t‖ ≤ 2 * ‖v‖ / d) :
    ‖update ε v Q t‖ ≤ 2 * ‖v‖ / d ∧
      ‖update ε v Q s - update ε v Q t‖ ≤ 4 * q * ‖v‖ / d ^ 2 * ‖s - t‖ := by
  have hne : ∀ i, ε i ≠ 0 := fun i => (hd.trans_le (hε i)).ne'
  obtain ⟨r, hrdef⟩ : ∃ r, r = 2 * ‖v‖ / d := ⟨_, rfl⟩
  rw [← hrdef] at hs ht ⊢
  have hr0 : 0 ≤ r := by rw [hrdef]; positivity
  have hr : d * r = 2 * ‖v‖ := by rw [hrdef]; field_simp
  -- smallness of the driving term, expressed through the radius
  have hqr : 2 * q * r < d := by
    refine lt_of_mul_lt_mul_left ?_ hd.le
    calc d * (2 * q * r) = 2 * q * (d * r) := by ring
      _ = 4 * q * ‖v‖ := by rw [hr]; ring
      _ < d * d := by nlinarith [h]
  constructor
  · have h1 := gap_mul_norm_le hd hε (update ε v Q t)
    rw [denom_update hne t, norm_neg] at h1
    have h2 := norm_add_le v (Q t t)
    have h3 := hQ t t
    have h4 : q * ‖t‖ * ‖t‖ ≤ q * r * r := by gcongr
    have h5 := mul_le_mul_of_nonneg_right hqr.le hr0
    exact le_of_mul_le_mul_left (by nlinarith) hd
  · have h1 := gap_mul_norm_le hd hε (update ε v Q s - update ε v Q t)
    have e : -(v + Q s s) - -(v + Q t t) = -(Q s s - Q t t) := by abel
    rw [map_sub, denom_update hne s, denom_update hne t, e, norm_neg] at h1
    have h2 := norm_quadratic_sub_le hQ s t
    have h3 : q * (‖s‖ + ‖t‖) * ‖s - t‖ ≤ q * (2 * r) * ‖s - t‖ := by
      have hst : ‖s‖ + ‖t‖ ≤ 2 * r := by linarith
      gcongr
    have hk : q * (2 * r) = d * (4 * q * ‖v‖ / d ^ 2) := by
      have hv : ‖v‖ = d * r / 2 := by linarith
      rw [hv]
      field_simp <;> ring
    rw [hk, mul_assoc] at h3
    exact le_of_mul_le_mul_left (h1.trans (h2.trans h3)) hd

end

end UpdateContracts
```

Lean reports:

```
Main.lean:105:52: error: Application type mismatch: The argument
  h3
has type
  q * ((‖s‖ + ‖t‖) * ‖s - t‖) ≤ d * (4 * q * ‖v‖ / d ^ 2) * ‖s - t‖
but is expected to have type
  q * (‖s‖ + ‖t‖) * ‖s - t‖ ≤ d * (4 * q * ‖v‖ / d ^ 2 * ‖s - t‖)
in the application
  LE.le.trans h2 h3
```

Diagnosis. The error says that `h3` does not have the form needed to chain it after `h2`. Both sides are bracketed wrongly: the left side should have stayed as it was, and the right side should have become `d` times a single product, so that `d` can be cancelled.

The culprit is `mul_assoc` in `rw [hk, mul_assoc] at h3`. Without arguments it fits any product of the form `a * b * c`, and `rw` settles on the first match it finds. Here that was the left side, `q * (‖s‖ + ‖t‖) * ‖s - t‖`. With `a`, `b` and `c` fixed by that match, the right side no longer fitted and was left alone.

Writing `mul_assoc d` fixes the first factor as `d`. Now only the right side fits, and it is regrouped as required, while the left side still agrees with `h2`.

The diff also replaces `field_simp <;> ring` in the proof of `hk` with an explicit clearing of the denominator followed by `ring`. Lean reported no error there, so this change is mere tidying.

Fix (accepted with no message):

```diff
@@ -100,7 +100,7 @@
     have hk : q * (2 * r) = d * (4 * q * ‖v‖ / d ^ 2) := by
       have hv : ‖v‖ = d * r / 2 := by linarith
-      rw [hv]
-      field_simp <;> ring
-    rw [hk, mul_assoc] at h3
+      rw [← mul_div_assoc, eq_div_iff (pow_ne_zero 2 hd.ne'), hv]
+      ring
+    rw [hk, mul_assoc d] at h3
     exact le_of_mul_le_mul_left (h1.trans (h2.trans h3)) hd
 
```
